# The Gibbs variational bound on the Helmholtz free energy for infinitely many levels with a convergent partition function

To minimise the free energy of a system with infinitely many levels $E_n$ at inverse temperature $b$, one must first choose which occupation probabilities $p_n$ compete. Here they are all those whose mean energy converges absolutely. If $b>0$ and $Z=\sum_n e^{-bE_n}$ converges, each of them has a convergent entropy series and a free energy of at least $-\ln(Z)/b$.

```lean
import Mathlib

open Filter Topology

namespace CountableGibbs

noncomputable section

/-- The partition function `Z = ∑ exp(-b E_n)` of a countable spectrum, for levels for which
the series converges. -/
def partitionFunction (b : ℝ) (E : ℕ → ℝ) : ℝ := ∑' n, Real.exp (-(b * E n))
```

The letter $b$ is the textbook $\beta=1/(k_BT)$. A spectrum is a function `E : ℕ → ℝ`, with degenerate levels listed repeatedly and in any order. The symbol `∑'` is an infinite sum; Lean gives it the value 0 when the series diverges, so convergence is always stated separately, as `Summable`.

```lean
/-- The Gibbs weights `exp(-b E_n) / Z`, for levels with a convergent partition function. -/
def gibbs (b : ℝ) (E : ℕ → ℝ) (n : ℕ) : ℝ :=
  Real.exp (-(b * E n)) / partitionFunction b E
```

These are the Gibbs weights $g_n=e^{-bE_n}/Z$.

```lean
/-- An admissible state: a probability sequence over the levels whose mean-energy series
converges absolutely. -/
structure IsState (E p : ℕ → ℝ) : Prop where
  nonneg : ∀ n, 0 ≤ p n
  norm : HasSum p 1
  energy : Summable fun n => p n * E n
```

`IsState E p` collects three conditions: $p_n\ge0$, $\sum_n p_n=1$ (written `HasSum p 1`), and absolute convergence of $\sum_n p_nE_n$. Nothing is assumed about the entropy.

```lean
/-- The free energy `∑ p_n E_n + (1/b) ∑ p_n ln p_n`, for `b ≠ 0` and convergent series. -/
def freeEnergy (b : ℝ) (E p : ℕ → ℝ) : ℝ :=
  ∑' n, p n * E n + 1 / b * ∑' n, p n * Real.log (p n)
```

This is $F(p)=\sum_n p_nE_n+\frac1b\sum_n p_n\ln p_n$, defined for nonequilibrium occupations too. Lean sets $\ln 0=0$, so empty levels contribute nothing, as usual.

```lean
/-- The contribution `x ln x - x ln q - (x - q)` of one level to the relative entropy,
for an occupation `x ≥ 0` and a reference weight `q > 0`. -/
def klTerm (x q : ℝ) : ℝ := x * Real.log x - x * Real.log q - (x - q)
```

Write $k(x,q)=x\ln x-x\ln q-(x-q)$. The extra $-(x-q)$ sums to zero over normalised distributions, but makes each term nonnegative separately.

```lean
/-- The Gibbs distribution cut off to the lowest-numbered `N` levels and renormalised,
for `N > 0`. -/
def cutoffGibbs (b : ℝ) (E : ℕ → ℝ) (N n : ℕ) : ℝ :=
  if n < N then Real.exp (-(b * E n)) / ∑ k ∈ Finset.range N, Real.exp (-(b * E k)) else 0
```

With $Z_N=\sum_{n<N}e^{-bE_n}$, the cut-off weights are $w_n=e^{-bE_n}/Z_N$ for $n<N$ and zero otherwise.

## Convergence of the entropy

```lean
/-- For `x ≥ 0` and `q > 0` the relative-entropy term of a level is nonnegative, and it
vanishes exactly when `x = q`. -/
theorem klTerm_nonneg_and_eq_zero_iff {x q : ℝ} (hx : 0 ≤ x) (hq : 0 < q) :
    0 ≤ klTerm x q ∧ (klTerm x q = 0 ↔ x = q) := by
  have hself : klTerm q q = 0 := by unfold klTerm; ring
  rcases eq_or_ne x q with h | hne
  · subst h
    exact ⟨hself.ge, fun _ => rfl, fun _ => hself⟩
  · have hpos : 0 < klTerm x q := by
      unfold klTerm
      rcases hx.eq_or_lt with h0 | hx
      · rw [← h0]
        linarith
      · -- the strict tangent-line bound for the logarithm at `q / x`
        have h1 : q / x ≠ 1 := by
          intro h
          rw [div_eq_iff hx.ne', one_mul] at h
          exact hne h.symm
        have h := Real.log_lt_sub_one_of_pos (div_pos hq hx) h1
        rw [Real.log_div hq.ne' hx.ne'] at h
        have h2 := mul_lt_mul_of_pos_left h hx
        have h3 : x * (q / x - 1) = q - x := by
          rw [mul_sub, mul_div_cancel₀ q hx.ne', mul_one]
        rw [h3] at h2
        linarith
    exact ⟨hpos.le, fun h => absurd h hpos.ne', fun h => absurd h hne⟩
```

For $x=q$ the term is zero, and for $x=0$ it is $q>0$. Otherwise put $t=q/x\ne1$ in $\ln t<t-1$ and multiply by $x$:
$$x\ln(q/x)<q-x,\qquad\text{so}\qquad k(x,q)=-x\ln(q/x)+q-x>0.$$
Lean separates the same three cases.

```lean
/-- If the partition function converges, the Gibbs weights are positive, sum to one, and have
logarithm `-b E_n - ln Z`. -/
theorem gibbs_properties {b : ℝ} {E : ℕ → ℝ}
    (hZ : Summable fun n => Real.exp (-(b * E n))) :
    (∀ n, 0 < gibbs b E n) ∧ HasSum (gibbs b E) 1 ∧
      ∀ n, Real.log (gibbs b E n) = -(b * E n) - Real.log (partitionFunction b E) := by
  have hpos : 0 < partitionFunction b E :=
    hZ.tsum_pos (fun n => (Real.exp_pos _).le) 0 (Real.exp_pos _)
  refine ⟨fun n => div_pos (Real.exp_pos _) hpos, ?_, fun n => ?_⟩
  · have h := hZ.hasSum.div_const (partitionFunction b E)
    have h1 : (∑' n, Real.exp (-(b * E n))) / partitionFunction b E = 1 := div_self hpos.ne'
    rw [h1] at h
    exact h
  · rw [gibbs, Real.log_div (Real.exp_pos _).ne' hpos.ne', Real.log_exp]
```

Since $Z>0$, the weights are positive. Dividing the series for $Z$ by $Z$ gives $\sum_n g_n=1$, and taking logarithms gives $\ln g_n=-bE_n-\ln Z$.

```lean
/-- If the partition function converges, every admissible state has a convergent entropy
series `∑ p_n ln p_n`. -/
theorem summable_entropy {b : ℝ} {E p : ℕ → ℝ}
    (hZ : Summable fun n => Real.exp (-(b * E n))) (hp : IsState E p) :
    Summable fun n => p n * Real.log (p n) := by
  obtain ⟨gpos, gsum, glog⟩ := gibbs_properties hZ
  -- `-p ln p` lies between zero and a summable sequence
  have hmaj := ((gsum.summable.sub hp.norm.summable).add (hp.energy.mul_left b)).add
    (hp.norm.summable.mul_left (Real.log (partitionFunction b E)))
  have h : Summable fun n => -(p n * Real.log (p n)) := by
    refine Summable.of_nonneg_of_le (fun n => ?_) (fun n => ?_) hmaj
    · have h1 : p n ≤ 1 := le_hasSum hp.norm n fun j _ => hp.nonneg j
      have h2 := mul_nonneg (hp.nonneg n) (neg_nonneg.2 (Real.log_nonpos (hp.nonneg n) h1))
      linarith
    · have h1 := (klTerm_nonneg_and_eq_zero_iff (hp.nonneg n) (gpos n)).1
      rw [klTerm, glog] at h1
      linarith
  simpa using h.neg
```

Each $p_n\le1$, so $-p_n\ln p_n\ge0$. Inserting $\ln g_n$ into $k(p_n,g_n)\ge0$ gives
$$0\le-p_n\ln p_n\le g_n-p_n+b\,p_nE_n+p_n\ln Z.$$
The right-hand side is summable; `Summable.of_nonneg_of_le` is the comparison test.

An example from ordinary calculus, without a Lean proof, shows that normalisation and a convergent $Z$ alone do not suffice. Take $b=1$, $E_n=n$ and $p_n=c/[(n+2)\ln^2(n+2)]$, with $c$ the normalising constant. Then $-p_n\ln p_n$ decays like $c/[(n+2)\ln(n+2)]$, whose sum diverges.

## The bound and its sharpness

```lean
/-- For `b > 0` and a convergent partition function, the relative entropy of an admissible
state with respect to the Gibbs weights is `b` times its free energy in excess of `-ln(Z)/b`. -/
theorem hasSum_relativeEntropy {b : ℝ} {E p : ℕ → ℝ} (hb : 0 < b)
    (hZ : Summable fun n => Real.exp (-(b * E n))) (hp : IsState E p) :
    HasSum (fun n => klTerm (p n) (gibbs b E n))
      (b * (freeEnergy b E p + Real.log (partitionFunction b E) / b)) := by
  obtain ⟨-, gsum, glog⟩ := gibbs_properties hZ
  have h := (((summable_entropy hZ hp).hasSum.add (hp.energy.hasSum.mul_left b)).add
    (hp.norm.mul_left (Real.log (partitionFunction b E)))).sub (hp.norm.sub gsum)
  have hf : (fun n => klTerm (p n) (gibbs b E n)) = fun n =>
      p n * Real.log (p n) + b * (p n * E n) + Real.log (partitionFunction b E) * p n -
        (p n - gibbs b E n) := by
    funext n
    rw [klTerm, glog]
    ring
  have hv : b * (freeEnergy b E p + Real.log (partitionFunction b E) / b) =
      ∑' n, p n * Real.log (p n) + b * ∑' n, p n * E n +
        Real.log (partitionFunction b E) * 1 - (1 - 1) := by
    unfold freeEnergy
    linear_combination (∑' n, p n * Real.log (p n) + Real.log (partitionFunction b E)) *
      mul_inv_cancel₀ hb.ne'
  rw [hf, hv]
  exact h
```

All series now converge, so they may be summed separately:
$$\sum_n k(p_n,g_n)=\sum_n p_n\ln p_n+b\sum_n p_nE_n+\ln Z-(1-1)=b\left(F(p)+\frac{\ln Z}{b}\right).$$

```lean
/-- Variational principle for a countable spectrum: for `b > 0` and a convergent partition
function, every admissible state has a convergent entropy series and a free energy of at
least `-ln(Z)/b`. -/
theorem gibbs_variational_principle {b : ℝ} {E p : ℕ → ℝ} (hb : 0 < b)
    (hZ : Summable fun n => Real.exp (-(b * E n))) (hp : IsState E p) :
    (Summable fun n => p n * Real.log (p n)) ∧
      -Real.log (partitionFunction b E) / b ≤
        ∑' n, p n * E n + 1 / b * ∑' n, p n * Real.log (p n) := by
  refine ⟨summable_entropy hZ hp, ?_⟩
  have h := (hasSum_relativeEntropy hb hZ hp).nonneg fun n =>
    (klTerm_nonneg_and_eq_zero_iff (hp.nonneg n) ((gibbs_properties hZ).1 n)).1
  have h1 := nonneg_of_mul_nonneg_right h hb
  unfold freeEnergy at h1
  rw [neg_div]
  linarith
```

Every term of $\sum_n k(p_n,g_n)$ is nonnegative, and so is the sum, which equals $b\,(F(p)+\ln(Z)/b)$. Dividing by $b>0$ gives $F(p)\ge-\ln(Z)/b$, with $F$ written out in the statement.

For quantum statistical mechanics this bounds the free energy of states diagonal in the energy basis of a Hamiltonian with discrete spectrum. The step from a general density operator to such occupations is not part of the model.

```lean
/-- For `b ≠ 0` and `N > 0`, the Gibbs distribution cut off to the first `N` levels is
admissible, and its free energy is `-ln(Z_N)/b` with `Z_N` the partial partition sum. -/
theorem cutoffGibbs_freeEnergy {b : ℝ} (E : ℕ → ℝ) (hb : b ≠ 0) {N : ℕ} (hN : 0 < N) :
    IsState E (cutoffGibbs b E N) ∧ freeEnergy b E (cutoffGibbs b E N) =
      -Real.log (∑ k ∈ Finset.range N, Real.exp (-(b * E k))) / b := by
  have hpos : 0 < ∑ k ∈ Finset.range N, Real.exp (-(b * E k)) :=
    Finset.sum_pos (fun _ _ => Real.exp_pos _) ⟨0, Finset.mem_range.2 hN⟩
  have hout : ∀ n ∉ Finset.range N, cutoffGibbs b E N n = 0 := fun n hn =>
    if_neg fun h => hn (Finset.mem_range.2 h)
  have hnorm : HasSum (cutoffGibbs b E N) 1 := by
    have h : HasSum (cutoffGibbs b E N) (∑ n ∈ Finset.range N, cutoffGibbs b E N n) :=
      hasSum_sum_of_ne_finset_zero hout
    have hin : ∀ n ∈ Finset.range N, cutoffGibbs b E N n =
        Real.exp (-(b * E n)) / ∑ k ∈ Finset.range N, Real.exp (-(b * E k)) :=
      fun n hn => if_pos (Finset.mem_range.1 hn)
    have h1 : ∑ n ∈ Finset.range N, cutoffGibbs b E N n = 1 := by
      rw [Finset.sum_congr rfl hin, ← Finset.sum_div, div_self hpos.ne']
    rwa [h1] at h
  have hen : Summable fun n => cutoffGibbs b E N n * E n := by
    have h : HasSum (fun n => cutoffGibbs b E N n * E n)
        (∑ n ∈ Finset.range N, cutoffGibbs b E N n * E n) :=
      hasSum_sum_of_ne_finset_zero fun n hn => by rw [hout n hn, zero_mul]
    exact h.summable
  refine ⟨⟨fun n => ?_, hnorm, hen⟩, ?_⟩
  · unfold cutoffGibbs
    split_ifs
    · exact (div_pos (Real.exp_pos _) hpos).le
    · exact le_rfl
  · -- the logarithm of each occupied weight is linear in the energy
    have hlog : ∀ n, cutoffGibbs b E N n * Real.log (cutoffGibbs b E N n) =
        -b * (cutoffGibbs b E N n * E n) -
          Real.log (∑ k ∈ Finset.range N, Real.exp (-(b * E k))) * cutoffGibbs b E N n := by
      intro n
      by_cases hn : n < N
      · have h : Real.log (cutoffGibbs b E N n) = -(b * E n) -
            Real.log (∑ k ∈ Finset.range N, Real.exp (-(b * E k))) := by
          rw [cutoffGibbs, if_pos hn, Real.log_div (Real.exp_pos _).ne' hpos.ne', Real.log_exp]
        rw [h]
        ring
      · rw [hout n fun h => hn (Finset.mem_range.1 h)]
        ring
    have hS := (hen.hasSum.mul_left (-b)).sub
      (hnorm.mul_left (Real.log (∑ k ∈ Finset.range N, Real.exp (-(b * E k)))))
    rw [freeEnergy, tsum_congr hlog, hS.tsum_eq]
    linear_combination (-(∑' n, cutoffGibbs b E N n * E n)) * mul_inv_cancel₀ hb
```

For every $n$, occupied or not, $w_n\ln w_n=-b\,w_nE_n-w_n\ln Z_N$. With $U=\sum_n w_nE_n$, a finite sum,
$$F(w)=U+\frac1b(-bU-\ln Z_N)=-\frac{\ln Z_N}{b}.$$
In the smallest case, $N=1$, only level 0 is occupied and $F(w)=E_0$.

```lean
/-- For `b > 0` and a convergent partition function, `-ln(Z)/b` is the greatest lower bound
of the free energies of all admissible states. -/
theorem isGLB_freeEnergy {b : ℝ} {E : ℕ → ℝ} (hb : 0 < b)
    (hZ : Summable fun n => Real.exp (-(b * E n))) :
    IsGLB (freeEnergy b E '' {p | IsState E p}) (-Real.log (partitionFunction b E) / b) := by
  constructor
  · rintro _ ⟨p, hp, rfl⟩
    exact (gibbs_variational_principle hb hZ hp).2
  · intro c hc
    have hpos : 0 < partitionFunction b E :=
      hZ.tsum_pos (fun n => (Real.exp_pos _).le) 0 (Real.exp_pos _)
    -- remove the cutoff
    have hlim : Tendsto (fun N => ∑ k ∈ Finset.range N, Real.exp (-(b * E k))) atTop
        (𝓝 (partitionFunction b E)) := hZ.hasSum.tendsto_sum_nat
    refine ge_of_tendsto ((hlim.log hpos.ne').neg.div_const b) ?_
    filter_upwards [eventually_gt_atTop 0] with N hN
    obtain ⟨hs, hf⟩ := cutoffGibbs_freeEnergy E hb.ne' hN
    exact hf ▸ hc ⟨_, hs, rfl⟩
```

`IsGLB` means greatest lower bound, and `''` forms the set of free energies of all admissible states. Any lower bound $c$ of this set satisfies $c\le-\ln(Z_N)/b$ for all $N>0$. Since $Z_N\to Z>0$ and the logarithm is continuous there, $c\le-\ln(Z)/b$.

```lean
/-- For `b > 0` and a convergent partition function, some admissible state has free energy
`-ln(Z)/b` exactly when the mean-energy series of the Gibbs weights converges absolutely. -/
theorem minimum_attained_iff {b : ℝ} {E : ℕ → ℝ} (hb : 0 < b)
    (hZ : Summable fun n => Real.exp (-(b * E n))) :
    (∃ p, IsState E p ∧ freeEnergy b E p = -Real.log (partitionFunction b E) / b) ↔
      Summable fun n => gibbs b E n * E n := by
  obtain ⟨gpos, gsum, -⟩ := gibbs_properties hZ
  constructor
  · rintro ⟨p, hp, hF⟩
    -- zero relative entropy forces the Gibbs weights level by level
    have h := hasSum_relativeEntropy hb hZ hp
    have h0 : b * (freeEnergy b E p + Real.log (partitionFunction b E) / b) = 0 := by
      rw [hF]
      ring
    rw [h0] at h
    have hk := (hasSum_zero_iff_of_nonneg fun n =>
      (klTerm_nonneg_and_eq_zero_iff (hp.nonneg n) (gpos n)).1).1 h
    have hpg : p = gibbs b E := funext fun n =>
      (klTerm_nonneg_and_eq_zero_iff (hp.nonneg n) (gpos n)).2.1 (congrFun hk n)
    exact hpg ▸ hp.energy
  · intro hE
    have hg : IsState E (gibbs b E) := ⟨fun n => (gpos n).le, gsum, hE⟩
    refine ⟨gibbs b E, hg, ?_⟩
    have h := hasSum_relativeEntropy hb hZ hg
    have hk : (fun n => klTerm (gibbs b E n) (gibbs b E n)) = fun _ => 0 := funext fun n =>
      (klTerm_nonneg_and_eq_zero_iff (gpos n).le (gpos n)).2.2 rfl
    rw [hk] at h
    have h1 := (mul_eq_zero.1 (h.unique hasSum_zero)).resolve_left hb.ne'
    rw [neg_div]
    linarith

end

end CountableGibbs
```

If an admissible $p$ attains the bound, $\sum_n k(p_n,g_n)=0$. Every term is nonnegative, so every term vanishes and $p_n=g_n$; the Gibbs mean energy therefore converges. Conversely, if it converges, $g$ is admissible, all $k(g_n,g_n)$ vanish, and $F(g)=-\ln(Z)/b$.

The slowly decaying $p_n$ above also gives a spectrum without a minimiser: for $b=1$ and $E_n=-\ln p_n$ one has $Z=1$ and $g_n=p_n$, but the Gibbs mean energy diverges.

```lean
#print axioms CountableGibbs.cutoffGibbs_freeEnergy
-- 'CountableGibbs.cutoffGibbs_freeEnergy' depends on axioms: [propext, Classical.choice, Quot.sound]
#print axioms CountableGibbs.isGLB_freeEnergy
-- 'CountableGibbs.isGLB_freeEnergy' depends on axioms: [propext, Classical.choice, Quot.sound]
#print axioms CountableGibbs.minimum_attained_iff
-- 'CountableGibbs.minimum_attained_iff' depends on axioms: [propext, Classical.choice, Quot.sound]
```
